# A GW-type self-energy as the derivative of a ring energy in a frequency-free matrix model

In a model without frequencies, take a single site with Green's function $g$, interaction $v$, polarization $P=g^2$, screened interaction $W=v/(1-vg^2)$ and ring energy $\tfrac12\ln(1-vg^2)$. Where $1-vg^2>0$, changing $g$ at the rate $h$ changes the ring energy at the rate

$$\frac{d}{ds}\,\tfrac12\ln\!\left(1-v(g+sh)^2\right)\Big|_{s=0}=-\frac{v}{1-vg^2}\,g\,h=-W g h .$$

The two factors of $g$ in $P$ contribute equally, and their 2 cancels the $\tfrac12$. With several sites the two contributions sit on different matrix entries, and it is the symmetry of the screened interaction $W$ that makes them equal.

## Polarization, screening and energy on finitely many sites

The finite type `n` labels orbitals or sites. All matrices are real and carry no frequency or spin.

```lean
import Mathlib

open Matrix Finset

namespace RPASelfEnergy

noncomputable section

variable {n : Type*} [Fintype n] [DecidableEq n]
```

The model replaces the polarization by an entrywise product, $P_{ij}=G_{ij}G_{ji}$. It is symmetric even when $G$ is not. In the random-phase approximation (RPA) the static polarization is instead a frequency integral of a product of Green's functions, and with the lowest orbitals filled it is negative semidefinite. Here the diagonal entries $G_{ii}^2$ are never negative, so on a single site with $g\ne0$ and $0<vg^2<1$ the "screened" interaction is larger than $v$. The model keeps the algebra of the ring diagrams, not the sign of physical static screening.

```lean
/-- The polarization of the frequency-free model, `P_ij = G_ij G_ji`. -/
def polarization (G : Matrix n n ℝ) : Matrix n n ℝ :=
  Matrix.of fun i j => G i j * G j i
```

If $G$ changes at the rate $H$, the product rule gives $\delta P_{ij}=H_{ij}G_{ji}+G_{ij}H_{ji}$.

```lean
/-- The first-order change of the polarization when `G` changes by `H`. -/
def polarizationVariation (G H : Matrix n n ℝ) : Matrix n n ℝ :=
  Matrix.of fun i j => H i j * G j i + G i j * H j i
```

The dielectric matrix is $A=1-vP$.

```lean
/-- The dielectric matrix `1 - vP`. -/
def dielectric (v G : Matrix n n ℝ) : Matrix n n ℝ := 1 - v * polarization G
```

The screened interaction $W=A^{-1}v$ solves $AW=v$.

```lean
/-- The screened interaction `W = (1 - vP)⁻¹ v`, for invertible `1 - vP`. -/
def screened (v G : Matrix n n ℝ) : Matrix n n ℝ := (dielectric v G)⁻¹ * v
```

The density response is $\chi=PA^{-1}$.

```lean
/-- The density response `χ = P (1 - vP)⁻¹`, for invertible `1 - vP`. -/
def response (v G : Matrix n n ℝ) : Matrix n n ℝ :=
  polarization G * (dielectric v G)⁻¹
```

The ring energy is $E=\tfrac12\ln\det A$. It retains the first-order term $-\tfrac12\mathrm{Tr}(vP)$, which the usual RPA correlation energy removes.

```lean
/-- The ring energy `(1/2) ln det(1 - vP)`, for `det(1 - vP) > 0`. -/
def ringEnergy (v G : Matrix n n ℝ) : ℝ := 1 / 2 * Real.log (dielectric v G).det
```

The theorems on the ring energy assume $\det A>0$, so that the logarithm is real and $A$ is invertible. In the model, this holds as long as the interaction can be scaled up from zero to $v$ without meeting a singular dielectric matrix, that is, a static instability. The condition is weaker than stability, since an even number of negative eigenvalues also passes.

## Differentiating the determinant

For a path $M(s)$ of matrices, start from

$$\det M=\sum_\sigma \mathrm{sgn}(\sigma)\prod_j M_{\sigma(j)j}.$$

The product rule differentiates one factor at a time:

$$(\det M)'=\sum_i\sum_\sigma \mathrm{sgn}(\sigma)\,M'_{\sigma(i)i}\prod_{j\ne i}M_{\sigma(j)j}.$$

For fixed $i$, the inner sum is the determinant of $M$ with column $i$ replaced by column $i$ of $M'$. Expanding along that column gives $\sum_k \mathrm{adj}(M)_{ik}M'_{ki}$, and the sum over $i$ is $\mathrm{Tr}(\mathrm{adj}(M)M')$.

In Lean, `HasDerivAt f f' t` says that `f` is differentiable at `t` with derivative `f'`; the path is assumed differentiable entry by entry. The step `key` is the column replacement, obtained through Cramer's rule, and the closing lines are the product rule.

```lean
/-- Jacobi's formula: along a differentiable path of matrices, the determinant changes
at the rate `Tr(adj(M) M')`. -/
theorem hasDerivAt_det {M : ℝ → Matrix n n ℝ} {M' : Matrix n n ℝ} {t : ℝ}
    (h : ∀ i j, HasDerivAt (fun s => M s i j) (M' i j) t) :
    HasDerivAt (fun s => (M s).det) (trace (adjugate (M t) * M')) t := by
  -- the adjugate trace replaces one column at a time by its derivative
  have key : trace (adjugate (M t) * M') = ∑ σ : Equiv.Perm n,
      ((Equiv.Perm.sign σ : ℤ) : ℝ) *
        ∑ i, (∏ j ∈ univ.erase i, M t (σ j) j) * M' (σ i) i := by
    have h1 : ∀ i, (adjugate (M t) * M') i i =
        ((M t).updateCol i (fun k => M' k i)).det := by
      intro i
      rw [← Matrix.cramer_apply, Matrix.cramer_eq_adjugate_mulVec]
      rfl
    simp only [trace, diag_apply, h1, det_apply']
    rw [Finset.sum_comm]
    refine Finset.sum_congr rfl fun σ _ => ?_
    rw [Finset.mul_sum]
    refine Finset.sum_congr rfl fun i _ => ?_
    have h2 : ∏ j ∈ univ.erase i, (M t).updateCol i (fun k => M' k i) (σ j) j =
        ∏ j ∈ univ.erase i, M t (σ j) j :=
      Finset.prod_congr rfl fun j hj => by
        rw [Matrix.updateCol_ne (Finset.ne_of_mem_erase hj)]
    rw [← Finset.mul_prod_erase univ _ (Finset.mem_univ i), h2, Matrix.updateCol_self]
    ring
  rw [key]
  simp only [det_apply']
  refine HasDerivAt.fun_sum fun σ _ => HasDerivAt.const_mul _ ?_
  have hp := HasDerivAt.finsetProd (u := univ) (f := fun i s => M s (σ i) i)
    (f' := fun i => M' (σ i) i) (x := t) fun i _ => h (σ i) i
  exact (hp.congr_deriv (by simp only [smul_eq_mul])).congr_of_eventuallyEq
    (Filter.Eventually.of_forall fun s => by simp [Finset.prod_apply])
```

Dividing by $\det M$ and using $M^{-1}=\mathrm{adj}(M)/\det M$ gives $(\ln\det M)'=\mathrm{Tr}(M^{-1}M')$.

```lean
/-- Along a differentiable path of matrices with positive determinant at `t`,
`ln det M` changes at the rate `Tr(M⁻¹ M')`. -/
theorem hasDerivAt_log_det {M : ℝ → Matrix n n ℝ} {M' : Matrix n n ℝ} {t : ℝ}
    (h : ∀ i j, HasDerivAt (fun s => M s i j) (M' i j) t) (hdet : 0 < (M t).det) :
    HasDerivAt (fun s => Real.log (M s).det) (trace ((M t)⁻¹ * M')) t := by
  refine ((hasDerivAt_det h).log hdet.ne').congr_deriv ?_
  rw [Matrix.inv_def, Ring.inverse_eq_inv', Matrix.smul_mul, Matrix.trace_smul,
    smul_eq_mul, div_eq_inv_mul]
```

## Symmetry of the screened interaction

Let $v^T=v$. Since $P^T=P$,

$$Av=v-vPv=vA^T .$$

Transposing $AW=v$ gives $W^TA^T=v$. Therefore

$$AW^TA^T=Av=vA^T=AWA^T,$$

and cancelling the invertible $A$ on the left and $A^T$ on the right leaves $W^T=W$. The `calc` block performs this cancellation with explicit inverses.

```lean
/-- For symmetric `v` and invertible `1 - vP`, a solution `W` of the screening equation
`(1 - vP) W = v` is symmetric. -/
theorem screening_solution_symm {v G W : Matrix n n ℝ} (hv : vᵀ = v)
    (hdet : IsUnit (dielectric v G).det) (hW : dielectric v G * W = v) : Wᵀ = W := by
  have hP : (polarization G)ᵀ = polarization G := by
    ext i j
    simp only [polarization, transpose_apply, of_apply]
    ring
  have hAv : dielectric v G * v = v * (dielectric v G)ᵀ := by
    simp only [dielectric, transpose_sub, transpose_one, transpose_mul, hP, hv]
    noncomm_ring
  have hT : Wᵀ * (dielectric v G)ᵀ = v := by rw [← transpose_mul, hW, hv]
  have hBA := Matrix.nonsing_inv_mul _ hdet
  have hAB : (dielectric v G)ᵀ * ((dielectric v G)⁻¹)ᵀ = 1 := by
    rw [← transpose_mul, hBA, transpose_one]
  generalize dielectric v G = A at *
  -- both `W` and its transpose give `A v` when placed between `A` and `Aᵀ`
  calc Wᵀ = (A⁻¹ * A) * Wᵀ * (Aᵀ * (A⁻¹)ᵀ) := by rw [hBA, hAB, one_mul, mul_one]
    _ = A⁻¹ * (A * (Wᵀ * Aᵀ)) * (A⁻¹)ᵀ := by simp only [mul_assoc]
    _ = A⁻¹ * ((A * W) * Aᵀ) * (A⁻¹)ᵀ := by rw [hT, hW, hAv]
    _ = (A⁻¹ * A) * W * (Aᵀ * (A⁻¹)ᵀ) := by simp only [mul_assoc]
    _ = W := by rw [hBA, hAB, one_mul, mul_one]
```

## Equal contributions from the two Green's functions

Contracting $W$ with the variation of $P$ gives

$$\mathrm{Tr}(W\,\delta P)=\sum_{ij}W_{ij}G_{ij}H_{ji}+\sum_{ij}W_{ij}G_{ji}H_{ij}.$$

Exchanging the names $i$ and $j$ in the first sum and using $W_{ji}=W_{ij}$ turns it into the second. The total is $2\sum_{ij}W_{ij}G_{ji}H_{ij}$. In the proof, `hsplit` is the displayed equation and `hs` is the exchange.

```lean
omit [DecidableEq n] in
/-- Contracted with a symmetric interaction `W`, the two terms in the variation of
`P_ij = G_ij G_ji` contribute equally. -/
theorem trace_mul_polarizationVariation {W : Matrix n n ℝ} (hW : Wᵀ = W)
    (G H : Matrix n n ℝ) :
    trace (W * polarizationVariation G H) = 2 * ∑ i, ∑ j, W i j * G j i * H i j := by
  have hs : ∑ i, ∑ j, W i j * G i j * H j i = ∑ i, ∑ j, W i j * G j i * H i j := by
    rw [Finset.sum_comm]
    refine Finset.sum_congr rfl fun i _ => Finset.sum_congr rfl fun j _ => ?_
    have hij : W j i = W i j := congrFun (congrFun hW i) j
    rw [hij]
  have hsplit : trace (W * polarizationVariation G H) =
      ∑ i, ∑ j, W i j * G i j * H j i + ∑ i, ∑ j, W i j * G j i * H i j := by
    simp only [trace, diag_apply, mul_apply, polarizationVariation, of_apply,
      ← Finset.sum_add_distrib]
    refine Finset.sum_congr rfl fun i _ => Finset.sum_congr rfl fun j _ => ?_
    ring
  rw [hsplit, hs]
  ring
```

Without a symmetric $v$ the final formula can fail. Take two sites with $v_{12}=1$ as the only nonzero entry of $v$, and $G_{12}=G_{21}=\tfrac12$ with zero diagonal. Then $E=\tfrac12\ln(1-G_{12}G_{21})$, $\det A=\tfrac34$, and the only nonzero entry of $W$ is $W_{12}=\tfrac43$. Raising $G_{12}$ alone changes $E$ at the rate $-\tfrac13$, whereas $-W_{12}G_{21}=-\tfrac23$. Raising $G_{21}$ alone also gives $-\tfrac13$, whereas $-W_{21}G_{12}=0$.

## Forces when the interaction moves too

Let $G$ and $v$ both depend on a parameter, such as a nuclear coordinate, with derivatives $G'$ and $v'$. Then

$$A'=-(v'P+v\,\delta P),$$

where $\delta P$ is taken with $H=G'$. Hence

$$E'=\tfrac12\mathrm{Tr}(A^{-1}A')=-\tfrac12\mathrm{Tr}(A^{-1}v'P)-\tfrac12\mathrm{Tr}(W\,\delta P).$$

Cyclicity of the trace turns the first term into $-\tfrac12\mathrm{Tr}(\chi v')$, and the previous result evaluates the second:

$$E'=-\sum_{ij}W_{ij}G_{ji}G'_{ij}-\tfrac12\mathrm{Tr}(\chi v').$$

The mechanical force from this energy is $-E'$. Symmetry of $v$ and positivity of the determinant are assumed only at the parameter value `t`. The derivative $G'$ is an input: the theorem does not compute how the orbitals respond to the nuclei.

In the proof, `hA` is the formula for $A'$, `h1` the cyclic step and `h2` the contraction with $\delta P$.

```lean
/-- If `G` and `v` vary differentiably with a parameter, and at `t` the interaction is symmetric and
`det(1 - vP) > 0`, then the ring energy has derivative `-∑ W_ij G_ji G'_ij - (1/2) Tr(χ v')`. -/
theorem hasDerivAt_ringEnergy_path {G v : ℝ → Matrix n n ℝ} {G' v' : Matrix n n ℝ} {t : ℝ}
    (hG : ∀ i j, HasDerivAt (fun s => G s i j) (G' i j) t)
    (hv : ∀ i j, HasDerivAt (fun s => v s i j) (v' i j) t)
    (hsymm : (v t)ᵀ = v t) (hdet : 0 < (dielectric (v t) (G t)).det) :
    HasDerivAt (fun s => ringEnergy (v s) (G s))
      (-(∑ i, ∑ j, screened (v t) (G t) i j * G t j i * G' i j)
        - 1 / 2 * trace (response (v t) (G t) * v')) t := by
  -- product rule for the dielectric matrix
  have hA : ∀ i j, HasDerivAt (fun s => dielectric (v s) (G s) i j)
      ((-(v' * polarization (G t) + v t * polarizationVariation (G t) G')) i j) t := by
    intro i j
    have h := (HasDerivAt.fun_sum (u := univ) fun k _ =>
      (hv i k).fun_mul ((hG k j).fun_mul (hG j k))).const_sub ((1 : Matrix n n ℝ) i j)
    refine (h.congr_deriv ?_).congr_of_eventuallyEq
      (Filter.Eventually.of_forall fun s => ?_)
    · simp only [Matrix.neg_apply, Matrix.add_apply, Matrix.mul_apply, polarization,
        polarizationVariation, Matrix.of_apply, ← Finset.sum_add_distrib]
    · simp only [dielectric, polarization, Matrix.sub_apply, Matrix.mul_apply,
        Matrix.of_apply]
  have hu : IsUnit (dielectric (v t) (G t)).det := hdet.ne'.isUnit
  have hW : (screened (v t) (G t))ᵀ = screened (v t) (G t) :=
    screening_solution_symm hsymm hu (Matrix.mul_nonsing_inv_cancel_left _ _ hu)
  refine ((hasDerivAt_log_det hA hdet).const_mul (1 / 2)).congr_deriv ?_
  -- cyclicity of the trace isolates the response to a change of `v`
  have h1 : trace ((dielectric (v t) (G t))⁻¹ * (v' * polarization (G t))) =
      trace (response (v t) (G t) * v') := by
    rw [← mul_assoc, Matrix.trace_mul_comm, response, mul_assoc]
  have h2 := trace_mul_polarizationVariation hW (G t) G'
  rw [screened, mul_assoc] at h2
  rw [mul_neg, mul_add, Matrix.trace_neg, Matrix.trace_add, h1, h2, screened]
  ring
```

## The self-energy at fixed interaction

Now hold $v$ fixed and move along the straight line $G+sH$. Then $v'=0$ and $G'=H$, so at $s=0$

$$\frac{dE}{ds}=-\sum_{ij}W_{ij}G_{ji}H_{ij}=\mathrm{Tr}(\Sigma H),\qquad \Sigma_{ij}=-G_{ij}W_{ij}.$$

The last equality uses $W^T=W$. The matrix $\Sigma$ has the GW form, a Green's function times a screened interaction. In this finite, static model the RPA-type energy and the GW-type self-energy are thus linked by a derivative; the frequency convolution of the full GW self-energy is absent. The theorem states the sum explicitly, and $\Sigma$ is a name for reading it.

```lean
/-- For symmetric `v` and `det(1 - vP) > 0`, the derivative of `(1/2) ln det(1 - vP)`
at `G` along `H` is `-∑ W_ij G_ji H_ij`. -/
theorem hasDerivAt_ringEnergy {v G : Matrix n n ℝ} (hv : vᵀ = v)
    (hdet : 0 < (dielectric v G).det) (H : Matrix n n ℝ) :
    HasDerivAt (fun s : ℝ => ringEnergy v (G + s • H))
      (-(∑ i, ∑ j, screened v G i j * G j i * H i j)) 0 := by
  have hG : ∀ i j, HasDerivAt (fun s : ℝ => (G + s • H) i j) (H i j) 0 := by
    intro i j
    have h := ((hasDerivAt_id (0 : ℝ)).mul_const (H i j)).const_add (G i j)
    exact (h.congr_deriv (by simp)).congr_of_eventuallyEq
      (Filter.Eventually.of_forall fun s => by simp)
  have h0 : G + (0 : ℝ) • H = G := by rw [zero_smul, add_zero]
  have h := hasDerivAt_ringEnergy_path (G := fun s : ℝ => G + s • H) (v := fun _ => v)
    (v' := 0) hG (fun i j => hasDerivAt_const (0 : ℝ) (v i j)) hv
    (by simpa only [h0] using hdet)
  refine h.congr_deriv ?_
  simp only [h0, mul_zero, Matrix.trace_zero, sub_zero]


end

end RPASelfEnergy
```

The derivative here is taken along one direction $H$ at a time. A Fréchet derivative on the space of matrices would be another way to state the result: it would bundle all directions into one linear map and control the remainder uniformly over directions of bounded size. It is usually written with a norm on matrices, although in finite dimensions every norm gives the same derivative. The entrywise version does not mention a norm, and the force formula already handles curved paths.

```lean
#print axioms RPASelfEnergy.hasDerivAt_ringEnergy_path
#print axioms RPASelfEnergy.hasDerivAt_ringEnergy
```

```
'RPASelfEnergy.hasDerivAt_ringEnergy_path' depends on axioms: [propext, Classical.choice, Quot.sound]
'RPASelfEnergy.hasDerivAt_ringEnergy' depends on axioms: [propext, Classical.choice, Quot.sound]
```
